# For N ≥ 1 and the boundary condition ψ(n+N) = e^{iθ}ψ(n), the plane waves with k = (2πr + θ)/N, r = 0, …, N−1, form an eigenbasis of nearest-neighbour hopping

An electron hops along a chain of identical sites, and the chain is described by a supercell of \(N\) sites. Crossing the supercell multiplies the wavefunction by a phase \(e^{i\theta}\), either because the supercell is sampled at a non-zero crystal momentum or because a twist has been imposed. Which energies does this supercell contain, and to which wave numbers of the one-site cell do they belong?

For this non-interacting, one-band chain, a supercell with one twist carries exactly the states of \(N\) equally spaced \(k\)-points of the primitive cell, with the grid shifted by \(\theta/N\). This is the simplest case of the equivalence between supercells and \(k\)-point sampling in electronic structure.

## The chain, the boundary phase and the candidate states

A state is a sequence \(\psi:\mathbb Z\to\mathbb C\), with \(\psi(n)\) the amplitude on site \(n\). The lattice spacing is 1, so wave numbers are dimensionless. With hopping amplitude \(t\), the Hamiltonian is

\[
(H\psi)(n)=-t\,\bigl(\psi(n+1)+\psi(n-1)\bigr).
\]

In Lean this is `hop t`, a complex-linear map on all sequences.

```lean
import Mathlib

open Matrix

namespace TwistedBoundary

noncomputable section

/-- The nearest-neighbour hopping Hamiltonian `(H ψ)(n) = -t (ψ(n+1) + ψ(n-1))`. -/
def hop (t : ℝ) : (ℤ → ℂ) →ₗ[ℂ] (ℤ → ℂ) where
  toFun ψ := fun n => -(t : ℂ) * (ψ (n + 1) + ψ (n - 1))
  map_add' ψ φ := by
    ext n
    simp only [Pi.add_apply]
    ring
  map_smul' c ψ := by
    ext n
    simp only [Pi.smul_apply, smul_eq_mul, RingHom.id_apply]
    ring
```

The boundary condition \(\psi(n+N)=e^{i\theta}\psi(n)\), required at every \(n\), defines the subspace `twisted N θ`.

```lean
/-- The sequences with twisted boundary condition `ψ(n+N) = exp(iθ) ψ(n)`. -/
def twisted (N : ℕ) (θ : ℝ) : Submodule ℂ (ℤ → ℂ) where
  carrier := {ψ | ∀ n : ℤ, ψ (n + N) = Complex.exp (θ * Complex.I) * ψ n}
  add_mem' := by
    intro ψ φ hψ hφ n
    have h1 : ψ (n + N) = Complex.exp (θ * Complex.I) * ψ n := hψ n
    have h2 : φ (n + N) = Complex.exp (θ * Complex.I) * φ n := hφ n
    change ψ (n + N) + φ (n + N) = Complex.exp (θ * Complex.I) * (ψ n + φ n)
    linear_combination h1 + h2
  zero_mem' := by
    intro n
    simp
  smul_mem' := by
    intro c ψ hψ n
    have h1 : ψ (n + N) = Complex.exp (θ * Complex.I) * ψ n := hψ n
    change c * ψ (n + N) = Complex.exp (θ * Complex.I) * (c * ψ n)
    linear_combination c * h1
```

The remaining definitions are the plane wave \(e^{ikn}\), the wave number \(k_r=(2\pi r+\theta)/N\), the band energy \(-2t\cos k\), the \(N\) selected waves, and the matrix of their values on sites \(0,\dots,N-1\). In `cell N θ`, the row is the wave label \(r\) and the column is the site \(j\).

```lean
/-- The plane wave `n ↦ exp(i n k)`. -/
def wave (k : ℝ) : ℤ → ℂ := fun n => Complex.exp (n * (k * Complex.I))

/-- The wave number `k_r = (2πr + θ)/N`, for `N ≥ 1`. -/
def kpt (N : ℕ) (θ : ℝ) (r : ℤ) : ℝ := (2 * Real.pi * r + θ) / N

/-- The band energy `-2t cos k`. -/
def band (t k : ℝ) : ℝ := -2 * t * Real.cos k

/-- The plane wave with wave number `k_r`, `r = 0, …, N-1`. -/
def bloch (N : ℕ) (θ : ℝ) (r : Fin N) : ℤ → ℂ := wave (kpt N θ (r : ℕ))

/-- The matrix of values of the `N` plane waves on the sites `0, …, N-1`. -/
def cell (N : ℕ) (θ : ℝ) : Matrix (Fin N) (Fin N) ℂ := fun r j => bloch N θ r (j : ℕ)
```

The waves are unnormalised: \(\sum_{j=0}^{N-1}|e^{ik_rj}|^2=N\), so a state normalised to one supercell is \(e^{ik_rn}/\sqrt N\). The labels \(r=0,\dots,N-1\) place the wave numbers in an interval of length \(2\pi\) starting at \(\theta/N\), which need not be centred on zero.

## Identical sites and equal bonds

The form of \(H\) assumes one hopping amplitude for all bonds and one on-site energy, set to zero. By hand, this lets the common factor \(e^{ikn}\) come out:

\[
(He^{ik\,\cdot})(n)=-t\,\bigl(e^{ik(n+1)}+e^{ik(n-1)}\bigr)=-t\,(e^{ik}+e^{-ik})\,e^{ikn}=-2t\cos k\;e^{ikn}.
\]

The proof does the same. `wave_add` splits off the translation phase, `h3` in `hop_wave` is Euler's formula, and `linear_combination` multiplies it by \(t\,e^{ikn}\).

```lean
/-- Translating a plane wave multiplies it by a phase. -/
theorem wave_add (k : ℝ) (m n : ℤ) : wave k (m + n) = wave k m * wave k n := by
  simp only [wave, ← Complex.exp_add, Int.cast_add, add_mul]

/-- A plane wave satisfies `H ψ = -2t cos(k) ψ`. -/
theorem hop_wave (t k : ℝ) : hop t (wave k) = (band t k : ℂ) • wave k := by
  ext n
  change -(t : ℂ) * (wave k (n + 1) + wave k (n - 1)) =
    ((-2 * t * Real.cos k : ℝ) : ℂ) * wave k n
  have h1 : wave k 1 = Complex.exp (k * Complex.I) := by simp [wave]
  have h2 : wave k (-1) = Complex.exp (-k * Complex.I) := by simp [wave]
  -- Euler's formula for the cosine
  have h3 : 2 * Complex.cos k = Complex.exp (k * Complex.I) + Complex.exp (-k * Complex.I) := by
    rw [Complex.cos]
    ring
  rw [sub_eq_add_neg, wave_add, wave_add, h1, h2]
  push_cast
  linear_combination (t * wave k n) * h3
```

No boundary condition has entered yet, so this holds for every real \(k\). If an on-site energy \(v(n)\) taking at least two values were added, the factor would become \(-2t\cos k+v(n)\), which depends on the site, and the plane wave would no longer be an eigenvector. Taking \(t\) real makes the energies real. The value \(t=0\) is allowed: \(H\) is then zero, and every state has zero energy.

## A boundary factor that is a pure phase

The twist selects wave numbers from the continuum. Inserting \(e^{ikn}\) into the boundary condition and dividing by \(e^{ikn}\) gives

\[
e^{ikN}=e^{i\theta}\iff kN=\theta+2\pi r\ \text{ for some } r\in\mathbb Z\iff k=\frac{2\pi r+\theta}{N}.
\]

`wave_mem_iff` proves both directions. For the forward one it evaluates the condition at \(n=0\), obtains \(r\) from the periodicity of the exponential, and cancels \(i\) and then \(N\). For the converse, `mul_kpt` supplies \(Nk_r=2\pi r+\theta\), and the two exponents differ by \(2\pi i r\).

```lean
/-- For `N ≥ 1`, the phase `N k_r` gathered over one supercell is `2πr + θ`. -/
theorem mul_kpt {N : ℕ} (hN : 0 < N) (θ : ℝ) (r : ℤ) :
    (N : ℝ) * kpt N θ r = 2 * Real.pi * r + θ := by
  have hN' : (N : ℝ) ≠ 0 := by exact_mod_cast hN.ne'
  unfold kpt
  field_simp

/-- For `N ≥ 1`, a plane wave obeys the twisted boundary condition exactly when its wave number
is `(2πr + θ)/N` for some integer `r`. -/
theorem wave_mem_iff {N : ℕ} (hN : 0 < N) {θ k : ℝ} :
    wave k ∈ twisted N θ ↔ ∃ r : ℤ, k = kpt N θ r := by
  constructor
  · intro h
    have h0 : wave k (0 + N) = Complex.exp (θ * Complex.I) * wave k 0 := h 0
    have h1 : Complex.exp (N * (k * Complex.I)) = Complex.exp (θ * Complex.I) := by
      simpa [wave] using h0
    obtain ⟨r, hr⟩ := Complex.exp_eq_exp_iff_exists_int.1 h1
    have h2 : ((N * k : ℝ) : ℂ) = ((θ + r * (2 * Real.pi) : ℝ) : ℂ) := by
      push_cast
      apply mul_right_cancel₀ Complex.I_ne_zero
      linear_combination hr
    have hN' : (N : ℝ) ≠ 0 := by exact_mod_cast hN.ne'
    refine ⟨r, mul_left_cancel₀ hN' ?_⟩
    rw [mul_kpt hN]
    linear_combination Complex.ofReal_injective h2
  · rintro ⟨r, rfl⟩ n
    have hk : (N : ℂ) * (kpt N θ r : ℂ) = 2 * Real.pi * r + θ := by
      exact_mod_cast mul_kpt hN θ r
    change Complex.exp (((n + (N : ℤ) : ℤ) : ℂ) * (kpt N θ r * Complex.I)) =
      Complex.exp (θ * Complex.I) * Complex.exp (n * (kpt N θ r * Complex.I))
    rw [← Complex.exp_add, Complex.exp_eq_exp_iff_exists_int]
    refine ⟨r, ?_⟩
    push_cast
    linear_combination Complex.I * hk
```

Without the boundary condition, every real \(k\) would be allowed. The type `θ : ℝ` makes the boundary factor a pure phase. If its modulus differed from 1, no real \(k\) could satisfy the condition, because \(|e^{ikN}|=1\).

## N labels with no phase repeated

The labels run over `Fin N`, that is \(r=0,\dots,N-1\), one for each site of the supercell. Put \(z_r=e^{ik_r}\). If \(z_r=z_s\), then \(k_r-k_s=2\pi m\) for some integer \(m\), hence \(r-s=mN\). Since \(|r-s|<N\), it follows that \(m=0\) and \(r=s\). The values on one supercell are \(e^{ik_rj}=z_r^{\,j}\), a Vandermonde matrix, and its determinant is

\[
\prod_{0\le r<s\le N-1}(z_s-z_r)\neq0.
\]

For \(N=1\) the product is empty and equals 1.

In `det_cell_ne_zero`, `hV` identifies the matrix as Vandermonde, `h5` is the relation \(r=s+mN\), and the bounds `hm1` and `hm2` leave only \(m=0\).

```lean
/-- The matrix of plane-wave values on one supercell has non-zero determinant. -/
theorem det_cell_ne_zero (N : ℕ) (θ : ℝ) : (cell N θ).det ≠ 0 := by
  -- it is the Vandermonde matrix of the phases exp(i k_r)
  have hV : cell N θ = vandermonde fun r : Fin N =>
      Complex.exp (kpt N θ ((r : ℕ) : ℤ) * Complex.I) := by
    ext r j
    change Complex.exp ((((j : ℕ) : ℤ) : ℂ) * (kpt N θ ((r : ℕ) : ℤ) * Complex.I)) =
      Complex.exp (kpt N θ ((r : ℕ) : ℤ) * Complex.I) ^ (j : ℕ)
    rw [Int.cast_natCast, Complex.exp_nat_mul]
  rw [hV]
  refine det_vandermonde_ne_zero_iff.2 fun r s h => ?_
  have hN : 0 < N := lt_of_le_of_lt (Nat.zero_le _) r.isLt
  obtain ⟨m, hm⟩ := Complex.exp_eq_exp_iff_exists_int.1 h
  have h1 : ((kpt N θ ((r : ℕ) : ℤ) : ℝ) : ℂ) =
      ((kpt N θ ((s : ℕ) : ℤ) + m * (2 * Real.pi) : ℝ) : ℂ) := by
    push_cast
    apply mul_right_cancel₀ Complex.I_ne_zero
    linear_combination hm
  have h2 := Complex.ofReal_injective h1
  have h3 : (2 * Real.pi) * (((r : ℕ) : ℤ) : ℝ) =
      (2 * Real.pi) * ((((s : ℕ) : ℤ) : ℝ) + m * N) := by
    linear_combination (N : ℝ) * h2 - mul_kpt hN θ ((r : ℕ) : ℤ) + mul_kpt hN θ ((s : ℕ) : ℤ)
  have h4 := mul_left_cancel₀ (by positivity : 2 * Real.pi ≠ 0) h3
  have h5 : ((r : ℕ) : ℤ) = ((s : ℕ) : ℤ) + m * (N : ℤ) := by exact_mod_cast h4
  -- two labels below N cannot differ by a non-zero multiple of N
  have hr : ((r : ℕ) : ℤ) < N := by exact_mod_cast r.isLt
  have hs : ((s : ℕ) : ℤ) < N := by exact_mod_cast s.isLt
  have hr0 : (0 : ℤ) ≤ ((r : ℕ) : ℤ) := Int.natCast_nonneg _
  have hs0 : (0 : ℤ) ≤ ((s : ℕ) : ℤ) := Int.natCast_nonneg _
  have hm1 : m < 1 := by
    by_contra hc
    have hc' : 1 ≤ m := not_lt.1 hc
    nlinarith
  have hm2 : -1 < m := by
    by_contra hc
    have hc' : m ≤ -1 := not_lt.1 hc
    nlinarith
  rw [show m = 0 by omega, zero_mul, add_zero] at h5
  exact Fin.ext (by exact_mod_cast h5)
```

If the label \(r=N\) were added, its wave number would be \(k_0+2\pi\). On integer sites this is the same sequence as \(r=0\), and linear independence would fail.

## A supercell with at least one site

The hypothesis `hN : 0 < N` says that the supercell contains a site. The derivation uses it when dividing by \(N\), and again when writing any site as \(n=j+mN\) with \(0\le j<N\). Repeating the boundary condition then gives

\[
\psi(j+mN)=e^{im\theta}\psi(j),
\]

so a twisted sequence that vanishes on one supercell vanishes everywhere. In `eq_zero_of_cell`, `step` moves a zero by one supercell in either direction, `key` extends this to all integers \(m\) by induction, and integer division provides \(j\) and \(m\).

```lean
/-- For `N ≥ 1`, a twisted sequence that vanishes on the sites `0, …, N-1` vanishes everywhere. -/
theorem eq_zero_of_cell {N : ℕ} (hN : 0 < N) {θ : ℝ} {ψ : ℤ → ℂ} (hψ : ψ ∈ twisted N θ)
    (h0 : ∀ j : ℕ, j < N → ψ (j : ℤ) = 0) : ψ = 0 := by
  have step : ∀ n : ℤ, ψ (n + N) = 0 ↔ ψ n = 0 := by
    intro n
    rw [show ψ (n + N) = Complex.exp (θ * Complex.I) * ψ n from hψ n]
    simp
  have key : ∀ m n : ℤ, ψ n = 0 → ψ (n + m * N) = 0 := by
    intro m n hn
    refine Int.induction_on m ?_ ?_ ?_
    · simpa using hn
    · intro i ih
      rw [show n + ((i : ℤ) + 1) * N = n + i * N + N by ring, step]
      exact ih
    · intro i ih
      rw [← step, show n + (-(i : ℤ) - 1) * N + N = n + -(i : ℤ) * N by ring]
      exact ih
  ext n
  have hpos : (0 : ℤ) < N := by exact_mod_cast hN
  have hj : ((n % (N : ℤ)).toNat : ℤ) = n % N :=
    Int.toNat_of_nonneg (Int.emod_nonneg _ hpos.ne')
  have hlt : n % (N : ℤ) < N := Int.emod_lt_of_pos n hpos
  have h1 := h0 (n % (N : ℤ)).toNat (by omega)
  rw [hj] at h1
  have h2 := key (n / N) _ h1
  rw [show n % (N : ℤ) + n / N * N = n by rw [Int.emod_def]; ring] at h2
  exact h2
```

Two facts remain. For independence, suppose \(\sum_r c_re^{ik_rn}=0\) for all \(n\). The sites \(0,\dots,N-1\) give \(\sum_r c_rz_r^{\,j}=0\), and the non-zero determinant forces every \(c_r\) to vanish. For completeness, take any twisted \(\psi\) and solve

\[
\sum_{r=0}^{N-1}c_rz_r^{\,j}=\psi(j),\qquad j=0,\dots,N-1.
\]

The difference \(\psi-\sum_rc_re^{ik_r\,\cdot}\) is twisted and vanishes on one supercell, so it is zero.

The final theorem makes these statements for all real \(t\) and \(\theta\): each `bloch N θ r` is twisted and has energy \(-2t\cos k_r\), the family is linearly independent over \(\mathbb C\), and its span equals `twisted N θ`. In the proof, `c ᵥ* cell N θ` is the list of values \(\sum_rc_rz_r^{\,j}\). The coefficients for a given \(\psi\) come from the inverse matrix, and `hS` is the resulting expansion.

```lean
/-- For `N ≥ 1`, the plane waves with `k_r = (2πr + θ)/N`, `r = 0, …, N-1`, obey the twisted
boundary condition, satisfy `H ψ = -2t cos(k_r) ψ`, are linearly independent, and span the
space of twisted sequences. -/
theorem twisted_eigenbasis {N : ℕ} (hN : 0 < N) (t θ : ℝ) :
    (∀ r : Fin N, bloch N θ r ∈ twisted N θ ∧
      hop t (bloch N θ r) = (band t (kpt N θ (r : ℕ)) : ℂ) • bloch N θ r) ∧
    LinearIndependent ℂ (bloch N θ) ∧
    Submodule.span ℂ (Set.range (bloch N θ)) = twisted N θ := by
  have hb : ∀ r : Fin N, bloch N θ r ∈ twisted N θ := fun r =>
    (wave_mem_iff hN (k := kpt N θ (r : ℕ))).2 ⟨_, rfl⟩
  refine ⟨fun r => ⟨hb r, hop_wave t (kpt N θ (r : ℕ))⟩, ?_, le_antisymm ?_ fun ψ hψ => ?_⟩
  · refine Fintype.linearIndependent_iff.2 fun c hc => ?_
    have hz : c ᵥ* cell N θ = 0 := by
      ext j
      have h := congrFun hc ((j : ℕ) : ℤ)
      simp only [Finset.sum_apply, Pi.smul_apply, smul_eq_mul] at h
      exact h
    exact congrFun (eq_zero_of_vecMul_eq_zero (det_cell_ne_zero N θ) hz)
  · refine Submodule.span_le.2 ?_
    rintro _ ⟨r, rfl⟩
    exact hb r
  · -- match the amplitudes on one supercell
    obtain ⟨c, hc⟩ : ∃ c : Fin N → ℂ, c ᵥ* cell N θ = fun j : Fin N => ψ ((j : ℕ) : ℤ) :=
      ⟨(fun j : Fin N => ψ ((j : ℕ) : ℤ)) ᵥ* (cell N θ)⁻¹, by
        rw [vecMul_vecMul, nonsing_inv_mul _ (isUnit_iff_ne_zero.2 (det_cell_ne_zero N θ)),
          vecMul_one]⟩
    have hS : ψ = ∑ r, c r • bloch N θ r := by
      refine sub_eq_zero.1 (eq_zero_of_cell hN (Submodule.sub_mem _ hψ
        (Submodule.sum_mem _ fun r _ => Submodule.smul_mem _ _ (hb r))) fun j hj => ?_)
      have h : ∑ r, c r * bloch N θ r (j : ℤ) = ψ (j : ℤ) := congrFun hc ⟨j, hj⟩
      simp only [Pi.sub_apply, Finset.sum_apply, Pi.smul_apply, smul_eq_mul]
      exact sub_eq_zero.2 h.symm
    rw [hS]
    exact Submodule.sum_mem _ fun r _ =>
      Submodule.smul_mem _ _ (Submodule.subset_span ⟨r, rfl⟩)

end

end TwistedBoundary
```

```lean
#print axioms TwistedBoundary.twisted_eigenbasis
```

```
'TwistedBoundary.twisted_eigenbasis' depends on axioms: [propext, Classical.choice, Quot.sound]
```

For \(N=0\) and \(\theta=0\), the boundary condition reads \(\psi(n)=\psi(n)\). Every sequence satisfies it, while the list of labels \(r=0,\dots,N-1\) is empty, so the selected family spans only the zero sequence. At \(N=1\) there is one state, with \(k_0=\theta\) and energy \(-2t\cos\theta\).

The energies need not be distinct, since \(k\) and \(-k\) share one. A short further argument shows that the list is complete: expanding a twisted solution of \(H\psi=E\psi\) gives \(c_r(-2t\cos k_r-E)=0\) for each \(r\), so a non-zero \(\psi\) requires \(E\) to be one of the band energies.

## The same supercell as an N × N matrix

The model could also keep only the amplitudes \(\psi(0),\dots,\psi(N-1)\) and put the phase on the bonds that cross the boundary. The state space would then have dimension \(N\) from the start, so \(N\) independent eigenvectors would span it by counting, and the extension from one supercell to the whole chain would not be needed.

Small supercells would need more care, because the two neighbours of a site are images of each other for \(N=2\), and images of the site itself for \(N=1\). For \(N=2\) the matrix element from site 1 to site 0 is \(-t(1+e^{-i\theta})\), and for \(N=1\) the single entry is \(-2t\cos\theta\). With sequences on \(\mathbb Z\), one formula for \(H\) serves every \(N\ge1\).
